# A nonvanishing C² factor gives a finite radial potential at the nucleus exactly when it obeys the cusp condition

On a radial grid, the attraction $-Z/r$ of a nucleus of charge $Z$ grows without bound as the grid points approach $r=0$. One remedy is to write the wave function as $\psi=F\varphi$, with a factor $F$ chosen beforehand, and to solve for $\varphi$. If $F$ has the wrong slope at the nucleus, the equation for $\varphi$ still contains a potential that diverges as $1/r$, and the remedy has failed. The problems below find the right slope for one electron in an s state, with $F$ twice continuously differentiable (C²) and $F(0)\neq0$.

```lean
import Mathlib

open Filter Topology

namespace CuspTransformedPotential

noncomputable section
```

In atomic units the Hamiltonian acts on a radial function as $H\psi=-\tfrac12\left(\psi''+\tfrac2r\psi'\right)-\tfrac Zr\psi$. In Lean `deriv` is the derivative, and $Z$ may be any real number.

```lean
/-- The s-wave Hamiltonian of an electron in the field of a charge `Z`, in atomic units,
applied to `ψ` at a radius `r ≠ 0`. -/
def radialHamiltonian (Z : ℝ) (ψ : ℝ → ℝ) (r : ℝ) : ℝ :=
  -(1 / 2) * (deriv (deriv ψ) r + 2 / r * deriv ψ r) - Z / r * ψ r
```

The transformed potential of a factor $F$ is
$$V(r)=-\frac{F''(r)}{2F(r)}-\frac{F'(r)}{rF(r)}-\frac Zr .$$
It does not change when $F$ is multiplied by a nonzero constant, so $F$ needs no normalisation.

```lean
/-- The transformed potential `-F''/(2F) - F'/(rF) - Z/r` of a factor `F`,
at radii with `r ≠ 0` and `F r ≠ 0`. -/
def transformedPotential (Z : ℝ) (F : ℝ → ℝ) (r : ℝ) : ℝ :=
  -deriv (deriv F) r / (2 * F r) - deriv F r / (r * F r) - Z / r
```

## (a) Derivatives of a C² factor

**Task.** Show that if $F$ is C², then $F$ and $F'$ are differentiable and $F''$ is continuous.

**Solution.** A function is C$^{n+1}$ exactly when it is differentiable and its derivative is C$^n$. Apply this to $F$ with $n=1$, then to $F'$ with $n=0$.

The hypothesis `ContDiff ℝ 2 F` concerns the whole real line, although only $r>0$ is physical. A factor that is C² up to $r=0$ can be continued to negative $r$ by its second-order Taylor polynomial. The Slater factor is therefore entered as $e^{-bx}$, and not as $e^{-b|x|}$, which for $b\neq0$ has a kink at zero.

```lean
/-- A C² function and its first derivative are differentiable, and its second derivative
is continuous. -/
theorem regularity {F : ℝ → ℝ} (hF : ContDiff ℝ 2 F) :
    Differentiable ℝ F ∧ Differentiable ℝ (deriv F) ∧ Continuous (deriv (deriv F)) := by
  have h2 : ContDiff ℝ (1 + 1) F := by
    rw [one_add_one_eq_two]
    exact hF
  have h1 : ContDiff ℝ (0 + 1) (deriv F) := by
    rw [zero_add]
    exact (contDiff_succ_iff_deriv.1 h2).2.2
  exact ⟨(contDiff_succ_iff_deriv.1 h2).1, (contDiff_succ_iff_deriv.1 h1).1,
    (contDiff_succ_iff_deriv.1 h1).2.2.continuous⟩
```

## (b) The equation for the remaining function

**Task.** Let $F$ and $\varphi$ be C², $r>0$ and $F(r)\neq0$. Show that $H(F\varphi)=EF\varphi$ holds at $r$ exactly when
$$-\frac r2\varphi''-\left(1+r\frac{F'}F\right)\varphi'+rV\varphi=rE\varphi .$$

**Solution.** The product rule gives $\psi'=F'\varphi+F\varphi'$ and $\psi''=F''\varphi+2F'\varphi'+F\varphi''$. The Schrödinger equation becomes
$$-\tfrac12\left(F''\varphi+2F'\varphi'+F\varphi''\right)-\tfrac1r\left(F'\varphi+F\varphi'\right)-\tfrac Zr F\varphi=EF\varphi .$$
Multiply by $r/F$ and collect the terms in $\varphi$; they add up to $rV\varphi$. Since $r/F\neq0$, the step can be reversed.

In the proof, `e1` and `e2` are the two product rules, and `key` says that the two equations differ by a nonzero factor.

```lean
/-- For C² functions `F` and `φ`, at a radius `r > 0` where `F` does not vanish, the product
`F φ` satisfies the radial Schrödinger equation with energy `E` exactly when `φ` satisfies
the equation with the transformed potential and a first-derivative term. -/
theorem schrodinger_iff_transformed {F φ : ℝ → ℝ} (hF : ContDiff ℝ 2 F)
    (hφ : ContDiff ℝ 2 φ) (Z E : ℝ) {r : ℝ} (hr : 0 < r) (hFr : F r ≠ 0) :
    radialHamiltonian Z (fun x => F x * φ x) r = E * (F r * φ r) ↔
      -(r / 2) * deriv (deriv φ) r - (1 + r * (deriv F r / F r)) * deriv φ r
        + r * transformedPotential Z F r * φ r = r * E * φ r := by
  obtain ⟨dF, dF', -⟩ := regularity hF
  obtain ⟨dφ, dφ', -⟩ := regularity hφ
  have hr0 : r ≠ 0 := hr.ne'
  -- product rule, once and twice
  have e1 : deriv (fun x => F x * φ x) = fun x => deriv F x * φ x + F x * deriv φ x := by
    funext x
    exact ((dF x).hasDerivAt.fun_mul (dφ x).hasDerivAt).deriv
  have e2 : deriv (fun x => deriv F x * φ x + F x * deriv φ x) r =
      (deriv (deriv F) r * φ r + deriv F r * deriv φ r)
        + (deriv F r * deriv φ r + F r * deriv (deriv φ) r) :=
    (((dF' r).hasDerivAt.fun_mul (dφ r).hasDerivAt).fun_add
      ((dF r).hasDerivAt.fun_mul (dφ' r).hasDerivAt)).deriv
  -- the two equations differ by the factor `F r / r`
  have key : r * (radialHamiltonian Z (fun x => F x * φ x) r - E * (F r * φ r)) =
      F r * (-(r / 2) * deriv (deriv φ) r - (1 + r * (deriv F r / F r)) * deriv φ r
        + r * transformedPotential Z F r * φ r - r * E * φ r) := by
    unfold radialHamiltonian transformedPotential
    rw [e1, e2]
    field_simp
    ring
  constructor
  · intro h
    rw [h, sub_self, mul_zero] at key
    exact sub_eq_zero.1 ((mul_eq_zero.1 key.symm).resolve_left hFr)
  · intro h
    rw [h, sub_self, mul_zero] at key
    exact sub_eq_zero.1 ((mul_eq_zero.1 key).resolve_left hr0)
```

## (c) The Coulomb strength that remains

**Task.** For a C² factor with $F(0)\neq0$, show that
$$\lim_{r\to0^+}rV(r)=-\left(\frac{F'(0)}{F(0)}+Z\right).$$

**Solution.** Multiplying out,
$$rV=-\left(r\,\frac{F''}{2F}+\frac{F'}F+Z\right).$$
By continuity the first term tends to zero and the second to $F'(0)/F(0)$.

The filter `𝓝[>] 0` stands for $r\to0^+$. The proof assembles `lim` from the separate limits, then identifies the two expressions at radii where $r>0$ and $F(r)\neq0$, which holds close enough to the nucleus.

```lean
/-- For a C² factor with `F(0) ≠ 0`, the product of `r` and the transformed potential tends
to `-(F'(0)/F(0) + Z)` at the nucleus. -/
theorem residual_coulomb_strength {F : ℝ → ℝ} (hF : ContDiff ℝ 2 F) (h0 : F 0 ≠ 0)
    (Z : ℝ) :
    Tendsto (fun r => r * transformedPotential Z F r) (𝓝[>] 0)
      (𝓝 (-(deriv F 0 / F 0 + Z))) := by
  obtain ⟨dF, dF', cF''⟩ := regularity hF
  have c0 : Tendsto F (𝓝[>] 0) (𝓝 (F 0)) :=
    dF.continuous.continuousAt.tendsto.mono_left nhdsWithin_le_nhds
  have c1 : Tendsto (deriv F) (𝓝[>] 0) (𝓝 (deriv F 0)) :=
    dF'.continuous.continuousAt.tendsto.mono_left nhdsWithin_le_nhds
  have c2 : Tendsto (deriv (deriv F)) (𝓝[>] 0) (𝓝 (deriv (deriv F) 0)) :=
    cF''.continuousAt.tendsto.mono_left nhdsWithin_le_nhds
  have cr : Tendsto (fun r : ℝ => r) (𝓝[>] 0) (𝓝 0) :=
    tendsto_id.mono_left nhdsWithin_le_nhds
  have lim := ((cr.mul (c2.div (c0.const_mul 2) (mul_ne_zero two_ne_zero h0))).add
    ((c1.div c0 h0).add_const Z)).neg
  rw [zero_mul, zero_add] at lim
  refine lim.congr' ?_
  filter_upwards [self_mem_nhdsWithin, c0.eventually_ne h0] with r hr hFr
  have hr0 : r ≠ 0 := ne_of_gt hr
  simp only [transformedPotential, Pi.div_apply]
  field_simp
  ring
```

## (d) The value at the nucleus

**Task.** Suppose that $F$ also obeys the cusp condition $F'(0)=-ZF(0)$, which fixes its logarithmic slope at the nucleus so that the $1/r$ part of the kinetic term cancels the Coulomb attraction. Show that
$$\lim_{r\to0^+}V(r)=Z^2-\frac{3F''(0)}{2F(0)} .$$

**Solution.** Put $g=F'+ZF$. Then $g(0)=0$ and
$$V(r)=-\frac{F''(r)}{2F(r)}-\frac1{F(r)}\,\frac{g(r)}r .$$
The quotient $g(r)/r$ tends to $g'(0)=F''(0)+ZF'(0)=F''(0)-Z^2F(0)$. Hence
$$V\to-\frac{F''(0)}{2F(0)}-\frac{F''(0)}{F(0)}+Z^2 ,$$
which is the stated value.

A common error is to drop $g(r)/r$ because $g(0)=0$. The factor $e^{-Zr}$ does not reveal it, since there $g$ vanishes everywhere. The Gaussian $e^{-ar^2}$ with $Z=0$ does when $a\neq0$: the limit is $3a$, and the error gives $a$.

In Lean, `hg` is the derivative of $g$ at zero, and `hL` simplifies the limit.

```lean
/-- For a C² factor with `F(0) ≠ 0` that obeys the cusp condition, the transformed potential
tends to `Z² - 3F''(0)/(2F(0))` at the nucleus. -/
theorem limit_of_cusp {F : ℝ → ℝ} (hF : ContDiff ℝ 2 F) (h0 : F 0 ≠ 0) {Z : ℝ}
    (hc : deriv F 0 = -Z * F 0) :
    Tendsto (transformedPotential Z F) (𝓝[>] 0)
      (𝓝 (Z ^ 2 - 3 * deriv (deriv F) 0 / (2 * F 0))) := by
  obtain ⟨dF, dF', cF''⟩ := regularity hF
  have c0 : Tendsto F (𝓝[>] 0) (𝓝 (F 0)) :=
    dF.continuous.continuousAt.tendsto.mono_left nhdsWithin_le_nhds
  have c2 : Tendsto (deriv (deriv F)) (𝓝[>] 0) (𝓝 (deriv (deriv F) 0)) :=
    cF''.continuousAt.tendsto.mono_left nhdsWithin_le_nhds
  -- `F' + Z F` vanishes at the nucleus, so its difference quotient converges
  have hg : HasDerivAt (fun r => deriv F r + Z * F r)
      (deriv (deriv F) 0 + Z * deriv F 0) 0 :=
    (dF' 0).hasDerivAt.fun_add ((dF 0).hasDerivAt.const_mul Z)
  have lim := (c2.div (c0.const_mul 2) (mul_ne_zero two_ne_zero h0)).neg.sub
    (hg.tendsto_slope_zero_right.div c0 h0)
  have hL : -(deriv (deriv F) 0 / (2 * F 0)) - (deriv (deriv F) 0 + Z * deriv F 0) / F 0
      = Z ^ 2 - 3 * deriv (deriv F) 0 / (2 * F 0) := by
    rw [hc]
    field_simp
    ring
  rw [hL] at lim
  refine lim.congr' ?_
  filter_upwards [self_mem_nhdsWithin, c0.eventually_ne h0] with r hr hFr
  have hr0 : r ≠ 0 := ne_of_gt hr
  simp only [transformedPotential, Pi.div_apply, smul_eq_mul, zero_add, hc]
  field_simp
  ring
```

## (e) Finite limit and cusp condition

**Task.** For a C² factor with $F(0)\neq0$, show that $V$ has a finite limit as $r\to0^+$ if and only if $F'(0)=-ZF(0)$.

**Solution.** If $V\to L$ with $L$ finite, then $rV\to0\cdot L=0$. By (c) the same product tends to $-(F'(0)/F(0)+Z)$. Limits are unique, so $F'(0)/F(0)=-Z$. The converse is (d).

The statement `∃ L` asks for a real number $L$, so infinite limits do not count. Kato's cusp theorem concerns exact eigenfunctions where charged particles meet; the condition here is on a chosen factor, and no eigenfunction enters.

For numerical electronic structure, this is a criterion for choosing $F$ in a one-electron, s-wave problem. The step from there to a computation is discretisation: a finite limit of $V$ does not bound the grid error, and the first-derivative term in (b) has to be discretised too.

```lean
/-- For a C² factor with `F(0) ≠ 0`, the transformed potential has a finite limit at the
nucleus if and only if the cusp condition `F'(0) = -Z F(0)` holds. -/
theorem finite_limit_iff_cusp {F : ℝ → ℝ} (hF : ContDiff ℝ 2 F) (h0 : F 0 ≠ 0) (Z : ℝ) :
    (∃ L, Tendsto (transformedPotential Z F) (𝓝[>] 0) (𝓝 L)) ↔
      deriv F 0 = -Z * F 0 := by
  constructor
  · rintro ⟨L, hL⟩
    have cr : Tendsto (fun r : ℝ => r) (𝓝[>] 0) (𝓝 0) :=
      tendsto_id.mono_left nhdsWithin_le_nhds
    -- a finite limit leaves no residual Coulomb strength
    have h := tendsto_nhds_unique (residual_coulomb_strength hF h0 Z) (cr.mul hL)
    have h' : deriv F 0 / F 0 = -Z := by linarith
    exact (div_eq_iff h0).1 h'
  · intro hc
    exact ⟨_, limit_of_cusp hF h0 hc⟩
```

## (f) A factor with the wrong slope

**Task.** For a C² factor with $F(0)\neq0$ and $F'(0)\neq-ZF(0)$, show that $|V(r)|\to\infty$ as $r\to0^+$.

**Solution.** Write $|V|=|rV|\cdot\frac1r$. By (c) the first factor tends to $|F'(0)/F(0)+Z|$, which is positive, while $1/r\to\infty$. The positivity is `hpos` in the proof.

```lean
/-- For a C² factor with `F(0) ≠ 0` that violates the cusp condition, the transformed
potential grows without bound in magnitude at the nucleus. -/
theorem diverges_of_not_cusp {F : ℝ → ℝ} (hF : ContDiff ℝ 2 F) (h0 : F 0 ≠ 0) {Z : ℝ}
    (hc : deriv F 0 ≠ -Z * F 0) :
    Tendsto (fun r => |transformedPotential Z F r|) (𝓝[>] 0) atTop := by
  have hpos : 0 < |-(deriv F 0 / F 0 + Z)| := by
    refine abs_pos.2 fun h => hc ((div_eq_iff h0).1 ?_)
    linarith
  refine ((residual_coulomb_strength hF h0 Z).abs.pos_mul_atTop hpos
    tendsto_inv_nhdsGT_zero).congr' ?_
  filter_upwards [self_mem_nhdsWithin] with r hr
  have hr' : 0 < r := hr
  rw [abs_mul, abs_of_pos hr']
  field_simp
```

## (g) A Slater factor

**Task.** For $F=e^{-br}$ with real $b$, show that at every $r\neq0$
$$rV(r)=b-Z-\frac{b^2r}2 .$$

**Solution.** Here $F'/F=-b$ and $F''/F=b^2$, so $V=-b^2/2+b/r-Z/r$. Multiply by $r$.

At $b=0$ the factor is 1 and $V$ is the bare $-Z/r$. At $b=Z$ the potential is the constant $-Z^2/2$.

The proof replaces the exponential by a nonzero number `y`, which cancels in `t1` and `t2`.

```lean
/-- For the factor `exp(-b r)`, the product of `r` and the transformed potential equals
`b - Z - b² r/2` at every `r ≠ 0`. -/
theorem slater_factor (b Z : ℝ) {r : ℝ} (hr : r ≠ 0) :
    r * transformedPotential Z (fun x => Real.exp (-b * x)) r = b - Z - b ^ 2 * r / 2 := by
  have h : ∀ x, HasDerivAt (fun x => Real.exp (-b * x)) (-b * Real.exp (-b * x)) x := by
    intro x
    have h := ((hasDerivAt_id' x).const_mul (-b)).exp
    exact h.congr_deriv (by ring)
  have e1 : deriv (fun x => Real.exp (-b * x)) = fun x => -b * Real.exp (-b * x) :=
    funext fun x => (h x).deriv
  have e2 : deriv (fun x => -b * Real.exp (-b * x)) r = -b * (-b * Real.exp (-b * r)) :=
    ((h r).const_mul (-b)).deriv
  have hE : Real.exp (-b * r) ≠ 0 := Real.exp_ne_zero _
  unfold transformedPotential
  rw [e1, e2]
  beta_reduce
  generalize Real.exp (-b * r) = y at hE ⊢
  -- the exponential cancels from both derivative terms
  have t1 : -(-b * (-b * y)) / (2 * y) = -b ^ 2 / 2 :=
    (div_eq_iff (mul_ne_zero two_ne_zero hE)).2 (by ring)
  have t2 : -b * y / (r * y) = -b / r := mul_div_mul_right _ _ hE
  have hi : r * r⁻¹ = 1 := mul_inv_cancel₀ hr
  rw [t1, t2]
  linear_combination (b - Z) * hi
```

## (h) A Gaussian factor

**Task.** For $F=e^{-ar^2}$ with real $a$, show that $V$ has a finite limit at the nucleus if and only if $Z=0$.

**Solution.** Since $F(0)=1$ and $F'(0)=0$, the cusp condition reads $0=-Z$, and (e) gives the claim. No choice of the width helps, because the slope at the origin is zero for every $a$.

```lean
/-- With a Gaussian factor `exp(-a r²)` the transformed potential has a finite limit at the
nucleus only for zero nuclear charge, and then it does. -/
theorem gaussian_factor (a Z : ℝ) :
    (∃ L, Tendsto (transformedPotential Z (fun x => Real.exp (-a * x ^ 2)))
      (𝓝[>] 0) (𝓝 L)) ↔ Z = 0 := by
  have hd : HasDerivAt (fun x : ℝ => Real.exp (-a * x ^ 2)) 0 0 := by
    have h := (((hasDerivAt_id' (0 : ℝ)).fun_pow 2).const_mul (-a)).exp
    exact h.congr_deriv (by simp)
  rw [finite_limit_iff_cusp (F := fun x : ℝ => Real.exp (-a * x ^ 2)) (by fun_prop)
    (Real.exp_ne_zero _) Z, hd.deriv]
  simp

end

end CuspTransformedPotential
```

```lean
#print axioms CuspTransformedPotential.finite_limit_iff_cusp
#print axioms CuspTransformedPotential.diverges_of_not_cusp
#print axioms CuspTransformedPotential.slater_factor
#print axioms CuspTransformedPotential.gaussian_factor
```

```
'CuspTransformedPotential.finite_limit_iff_cusp' depends on axioms: [propext, Classical.choice, Quot.sound]
'CuspTransformedPotential.diverges_of_not_cusp' depends on axioms: [propext, Classical.choice, Quot.sound]
'CuspTransformedPotential.slater_factor' depends on axioms: [propext, Classical.choice, Quot.sound]
'CuspTransformedPotential.gaussian_factor' depends on axioms: [propext, Classical.choice, Quot.sound]
```
